# The long-time conductivity s₀ I + c BBᵀ of relaxing chiral charge, and its inverse

One way to compare a transport model of a Weyl semimetal with a planar Hall measurement is to replace the chiral charge by its steady value, read off a conductivity matrix, and invert that matrix to obtain the resistivities of the model. The replacement is justified at long times if the charge settles to the same value from any starting point, and the inversion requires that the matrix be invertible. Both hold in the model below, which has uniform constant fields and a single relaxation time.

## From the rate equation to the planar Hall resistivities

Let n be the chiral charge density, the difference between the densities of right-handed and left-handed carriers. In an electric field E and a magnetic field B it obeys

n′ = K E·B − n/τ,

and the current density is

j = s₀ E + X n B.

The constant K stands for the chiral anomaly, which pumps charge from one handedness to the other at a rate proportional to E·B. Scattering between the two kinds of carriers removes the imbalance in the time τ. The coefficient X stands for the chiral magnetic effect, a current along B proportional to the imbalance, and s₀ is the ordinary isotropic conductivity. All four are taken as positive constants. The anomaly therefore enters as an assumed source term and is not derived from quantum mechanics here.

Write n∞ = Kτ E·B for the steady charge and multiply the deviation from it by an integrating factor:

g(t) = (n(t) − n∞) exp(t/τ).

The product rule and the rate equation give

g′ = (K E·B − n/τ) exp(t/τ) + (n − Kτ E·B) exp(t/τ)/τ = 0.

So g keeps its initial value n(0) − n∞, and

n(t) = n∞ + (n(0) − n∞) exp(−t/τ).

Conversely, the derivative of this expression is −(n − n∞)/τ = K E·B − n/τ, so every function of this form is a solution. Since τ > 0, the exponential vanishes at long times and n tends to n∞. The current then tends to

s₀ E + XKτ (E·B) B = (s₀ I + c BBᵀ) E, with c = KXτ,

because BBᵀE = (E·B) B. Call the matrix σ. It is symmetric, and for any vector x

x·σx = s₀ |x|² + c (x·B)²,

which is positive for x ≠ 0. With x = E this is the Joule heat per unit volume and time in the steady state.

For the inverse, put P = BBᵀ and d = s₀ + c|B|². Then P² = B(BᵀB)Bᵀ = |B|² P, and

(s₀ I + cP)(I − (c/d)P) = s₀ I + cP − (c/d)(s₀ + c|B|²)P = s₀ I.

Dividing by s₀ gives

σ⁻¹ = (I − c BBᵀ/(s₀ + c|B|²))/s₀.

Now let B = b (cos θ, sin θ, 0). The entries of σ are

σ_xx = s₀ + c b² cos²θ,
σ_xy = c b² sin θ cos θ.

For the resistivities, define ρ⊥ = 1/s₀ and ρ∥ = 1/(s₀ + c b²), the values for current across and along the field. Their difference is

ρ⊥ − ρ∥ = c b²/(s₀(s₀ + c b²)),

which is exactly the factor that appears in σ⁻¹. Hence

ρ_xx = ρ⊥ − (ρ⊥ − ρ∥) cos²θ,
ρ_xy = −(ρ⊥ − ρ∥) sin θ cos θ.

The off-diagonal entry changes sign on inversion. It is also even in B and symmetric in its indices, unlike the ordinary Hall response to the Lorentz force.

## Fields, charge and current as Lean objects

The development works with real numbers and vectors with three components.

```lean
import Mathlib

open Matrix Filter Topology

namespace ChiralAnomalyTransport

noncomputable section
```

A vector is a function `Fin 3 → ℝ`, so the components x, y, z carry the indices 0, 1, 2. The scalar product is written `E ⬝ᵥ B`, and |B|² appears as `B ⬝ᵥ B`.

The rate equation is a property of a function `n : ℝ → ℝ`. It requires a derivative with the stated value at every real time, while `E` and `B` stay fixed. A field switched on at t = 0 is described by the part of such a solution with t ≥ 0.

```lean
/-- The rate equation of the chiral charge `n`: `n' = K E·B - n/τ` at every time, in constant fields
`E` and `B`. For `τ > 0` the last term describes relaxation with the time `τ`. -/
def SolvesRateEquation (K τ : ℝ) (E B : Fin 3 → ℝ) (n : ℝ → ℝ) : Prop :=
  ∀ t, HasDerivAt n (K * (E ⬝ᵥ B) - n t / τ) t
```

The current depends only on the instantaneous charge, here called `ν`. In this linear law, X also absorbs the conversion from charge imbalance to chemical potential imbalance, which is appropriate for a small imbalance.

```lean
/-- The current density at chiral charge `ν`: the Ohmic part `s₀ E` plus the chiral magnetic
part `X ν B`. -/
def current (s₀ X : ℝ) (E B : Fin 3 → ℝ) (ν : ℝ) : Fin 3 → ℝ :=
  s₀ • E + (X * ν) • B
```

The matrix BBᵀ is `vecMulVec B B`, whose entry i, j is BᵢBⱼ. The definition leaves `c` free; the value KXτ is supplied when the current is computed.

```lean
/-- The magnetoconductivity matrix `s₀ 1 + c B Bᵀ`. -/
def conductivity (s₀ c : ℝ) (B : Fin 3 → ℝ) : Matrix (Fin 3) (Fin 3) ℝ :=
  s₀ • (1 : Matrix (Fin 3) (Fin 3) ℝ) + c • vecMulVec B B
```

The in-plane field has its angle measured from the x axis.

```lean
/-- The magnetic field `b (cos θ, sin θ, 0)` in the xy plane. For `b > 0` it has the size `b` and
the angle `θ` from the x axis. -/
def planarField (b θ : ℝ) : Fin 3 → ℝ :=
  ![b * Real.cos θ, b * Real.sin θ, 0]
```

The model has no Lorentz-force Hall term, no spatial variation of the charge and no field dependence of s₀, K, X or τ. These restrictions matter when the angular formulas are fitted to a real sample.

## The charge relaxes exponentially

The first theorem is an equivalence: for τ ≠ 0, a function solves the rate equation if and only if it follows the explicit relaxation law. One direction shows that the initial charge determines the solution; the other shows that a solution exists for each initial charge.

```lean
/-- For `τ ≠ 0`, the chiral charge solves the rate equation exactly when its deviation from
`K τ E·B` is the initial deviation times `exp (-t/τ)`. -/
theorem solvesRateEquation_iff {K τ : ℝ} (hτ : τ ≠ 0) (E B : Fin 3 → ℝ) (n : ℝ → ℝ) :
    SolvesRateEquation K τ E B n ↔
      ∀ t, n t = K * τ * (E ⬝ᵥ B)
        + (n 0 - K * τ * (E ⬝ᵥ B)) * Real.exp (-(t / τ)) := by
  have hk : τ * τ⁻¹ = 1 := mul_inv_cancel₀ hτ
  constructor
  · intro h t
    -- The deviation times the integrating factor is constant in time.
    have hg : ∀ s, HasDerivAt
        (fun r => (n r - K * τ * (E ⬝ᵥ B)) * Real.exp (r / τ)) 0 s := by
      intro s
      have h1 := (h s).sub_const (K * τ * (E ⬝ᵥ B))
      have h2 : HasDerivAt (fun r => Real.exp (r / τ)) (Real.exp (s / τ) * (1 / τ)) s :=
        ((hasDerivAt_id' s).div_const τ).exp
      refine (h1.fun_mul h2).congr_deriv ?_
      linear_combination (-(K * (E ⬝ᵥ B) * Real.exp (s / τ))) * hk
    have hc := is_const_of_deriv_eq_zero (fun s => (hg s).differentiableAt)
      (fun s => (hg s).deriv) t 0
    simp only [zero_div, Real.exp_zero, mul_one] at hc
    have he : Real.exp (t / τ) * Real.exp (-(t / τ)) = 1 := by
      rw [← Real.exp_add, add_neg_cancel, Real.exp_zero]
    linear_combination Real.exp (-(t / τ)) * hc - (n t - K * τ * (E ⬝ᵥ B)) * he
  · intro h t
    -- Conversely, differentiate the explicit relaxation law.
    have h2 : HasDerivAt (fun r => Real.exp (-(r / τ)))
        (Real.exp (-(t / τ)) * (-(1 / τ))) t :=
      ((hasDerivAt_id' t).div_const τ).fun_neg.exp
    have h3 := (h2.const_mul (n 0 - K * τ * (E ⬝ᵥ B))).const_add (K * τ * (E ⬝ᵥ B))
    refine (h3.congr_of_eventuallyEq (Filter.Eventually.of_forall h)).congr_deriv ?_
    linear_combination τ⁻¹ * h t + K * (E ⬝ᵥ B) * hk
```

In the forward direction, `hg` is the statement g′ = 0. The derivatives of the two factors are combined by the product rule, and `linear_combination` verifies the cancellation with the help of ττ⁻¹ = 1. The constancy of g is then compared at `t` and 0, and multiplication by exp(−t/τ) isolates n(t). The reverse direction differentiates the explicit law and transfers the derivative to `n`, which equals that law everywhere.

The argument turns on the Mathlib lemma `is_const_of_deriv_eq_zero`, which converts a vanishing derivative into equality of the values at any two points. It has two hypotheses: the function is differentiable, and its `deriv` is zero everywhere. The first carries real content, because Mathlib assigns `deriv` the value 0 wherever no derivative exists. A step function thus has zero `deriv` at every point without being constant. The predicate `HasDerivAt` states that the derivative exists and gives its value, so `hg` supplies both hypotheses. This is also why the rate equation is formulated with `HasDerivAt`.

## The current approaches σE

Before taking the limit, one needs the action of the matrix on a vector, σE = s₀E + c(E·B)B. The proof compares the three components.

```lean
/-- The conductivity matrix turns the electric field into `s₀ E + c (E·B) B`. -/
theorem conductivity_mulVec (s₀ c : ℝ) (E B : Fin 3 → ℝ) :
    conductivity s₀ c B *ᵥ E = s₀ • E + (c * (E ⬝ᵥ B)) • B := by
  ext i
  fin_cases i <;>
    simp [conductivity, Matrix.mulVec, dotProduct, Fin.sum_univ_three,
      Matrix.vecMulVec_apply, Matrix.one_apply] <;> ring
```

The next theorem says that for τ > 0 and any solution `n`, the current tends to σE with c = KXτ. Convergence is expressed by `Tendsto`, with `atTop` for t → ∞ and `𝓝` for the neighbourhoods of the limit. No sign is required of K, X or s₀ at this point.

```lean
/-- For a relaxation time `τ > 0`, every solution of the rate equation gives a current that
tends at long times to `(s₀ 1 + K X τ B Bᵀ) E`. -/
theorem current_tendsto {K τ : ℝ} (s₀ X : ℝ) (hτ : 0 < τ) {E B : Fin 3 → ℝ} {n : ℝ → ℝ}
    (h : SolvesRateEquation K τ E B n) :
    Tendsto (fun t => current s₀ X E B (n t)) atTop
      (𝓝 (conductivity s₀ (K * X * τ) B *ᵥ E)) := by
  have hsol := (solvesRateEquation_iff hτ.ne' E B n).mp h
  have hexp : Tendsto (fun t : ℝ => Real.exp (-(t / τ))) atTop (𝓝 0) :=
    Real.tendsto_exp_neg_atTop_nhds_zero.comp (tendsto_id.atTop_div_const hτ)
  -- The charge saturates at `K τ E·B`.
  have hn : Tendsto n atTop (𝓝 (K * τ * (E ⬝ᵥ B))) := by
    have h1 := (hexp.const_mul (n 0 - K * τ * (E ⬝ᵥ B))).const_add (K * τ * (E ⬝ᵥ B))
    rw [mul_zero, add_zero] at h1
    exact h1.congr (fun t => (hsol t).symm)
  have hX : K * X * τ * (E ⬝ᵥ B) = X * (K * τ * (E ⬝ᵥ B)) := by ring
  rw [conductivity_mulVec, hX]
  exact ((hn.const_mul X).smul_const B).const_add (s₀ • E)
```

The three stages are those of the derivation. `hexp` states that exp(−t/τ) tends to zero, which uses τ > 0. `hn` inserts this into the relaxation law and obtains the steady charge. The last line carries the limit through the current, which is a continuous function of the charge.

## Positive heating and the resistivity matrix

The Joule heat follows from the action of σ on E by expanding the scalar product.

```lean
/-- The Joule heat `E·σE` is `s₀ |E|² + c (E·B)²`. -/
theorem joule_heat (s₀ c : ℝ) (E B : Fin 3 → ℝ) :
    E ⬝ᵥ (conductivity s₀ c B *ᵥ E) = s₀ * (E ⬝ᵥ E) + c * (E ⬝ᵥ B) ^ 2 := by
  rw [conductivity_mulVec, dotProduct_add, dotProduct_smul, dotProduct_smul,
    smul_eq_mul, smul_eq_mul]
  ring
```

For s₀ > 0 and c ≥ 0 the matrix is positive definite. The physical value c = KXτ satisfies the second condition when the three constants are positive.

```lean
/-- For `s₀ > 0` and `c ≥ 0` the conductivity matrix is positive definite. -/
theorem conductivity_posDef {s₀ c : ℝ} (hs : 0 < s₀) (hc : 0 ≤ c) (B : Fin 3 → ℝ) :
    (conductivity s₀ c B).PosDef := by
  refine Matrix.posDef_iff_dotProduct_mulVec.mpr ⟨?_, fun x hx => ?_⟩
  · refine Matrix.IsHermitian.ext fun i j => ?_
    fin_cases i <;> fin_cases j <;>
      simp [conductivity, Matrix.vecMulVec_apply, mul_comm]
  · rw [star_trivial, joule_heat]
    have h0 : 0 ≤ x ⬝ᵥ x := Finset.sum_nonneg fun i _ => mul_self_nonneg (x i)
    have h1 : x ⬝ᵥ x ≠ 0 := fun h => hx (dotProduct_self_eq_zero.mp h)
    have h2 := mul_pos hs (lt_of_le_of_ne h0 h1.symm)
    have h3 := mul_nonneg hc (sq_nonneg (x ⬝ᵥ B))
    linarith
```

Mathlib's `PosDef` asks for a Hermitian matrix, which for real entries means a symmetric one, and for a positive quadratic form on nonzero vectors. Symmetry is checked entry by entry. Positivity comes from the heat formula: the Ohmic term is strictly positive and the magnetic term is nonnegative.

The inverse is stated in two parts. The first says that σσ⁻¹ = 1, and the second gives the formula for σ⁻¹.

```lean
/-- For `s₀ > 0` and `c ≥ 0` the conductivity matrix is invertible, and the resistivity matrix
is `(1 - c B Bᵀ / (s₀ + c |B|²)) / s₀`. -/
theorem conductivity_inverse {s₀ c : ℝ} (hs : 0 < s₀) (hc : 0 ≤ c) (B : Fin 3 → ℝ) :
    conductivity s₀ c B * (conductivity s₀ c B)⁻¹ = 1 ∧
    (conductivity s₀ c B)⁻¹ =
      s₀⁻¹ • ((1 : Matrix (Fin 3) (Fin 3) ℝ)
        - (c / (s₀ + c * (B ⬝ᵥ B))) • vecMulVec B B) := by
  have hB : 0 ≤ B ⬝ᵥ B := Finset.sum_nonneg fun i _ => mul_self_nonneg (B i)
  have hs' : s₀ ≠ 0 := hs.ne'
  have hd : s₀ + c * (B ⬝ᵥ B) ≠ 0 := (add_pos_of_pos_of_nonneg hs (mul_nonneg hc hB)).ne'
  -- `B Bᵀ` is a projector up to the factor `|B|²`.
  have hP : vecMulVec B B * vecMulVec B B = (B ⬝ᵥ B) • vecMulVec B B := by
    ext i j
    simp only [Matrix.mul_apply, Matrix.vecMulVec_apply, Matrix.smul_apply, smul_eq_mul,
      dotProduct, Fin.sum_univ_three]
    ring
  have h : conductivity s₀ c B * (s₀⁻¹ • ((1 : Matrix (Fin 3) (Fin 3) ℝ)
      - (c / (s₀ + c * (B ⬝ᵥ B))) • vecMulVec B B)) = 1 := by
    simp only [conductivity, add_mul, mul_sub, smul_mul_assoc, mul_smul_comm, one_mul,
      mul_one, hP]
    match_scalars <;> field_simp
    ring
  have hi := Matrix.inv_eq_right_inv h
  exact ⟨by rw [hi]; exact h, hi⟩
```

The identity P² = |B|²P is `hP`. With it, the product of σ and the proposed inverse reduces to a combination of the identity matrix and P. The tactic `match_scalars` compares the coefficients of these two matrices, and `field_simp` and `ring` settle the resulting scalar equations, where s₀ and s₀ + c|B|² are known to be nonzero. The lemma `Matrix.inv_eq_right_inv` then identifies the proposed matrix with the inverse.

## Rotating the field in the plane

The entry `0 0` is the xx entry and `0 1` is the xy entry. The conductivity formulas follow by inserting the components of the field, and they hold for all real values of the parameters.

```lean
/-- In the magnetic field `b (cos θ, sin θ, 0)`, the conductivity has the entries
`σ_xx = s₀ + c b² cos² θ` and `σ_xy = c b² sin θ cos θ`. -/
theorem planar_hall_conductivity (s₀ c b θ : ℝ) :
    conductivity s₀ c (planarField b θ) 0 0 = s₀ + c * b ^ 2 * Real.cos θ ^ 2 ∧
    conductivity s₀ c (planarField b θ) 0 1 = c * b ^ 2 * Real.sin θ * Real.cos θ := by
  constructor <;> simp [conductivity, planarField] <;> ring
```

The resistivities are entries of the inverse, and the theorem assumes s₀ > 0 and c ≥ 0, which is sufficient for the inverse to exist. The proof computes |B|² = b² from sin²θ + cos²θ = 1, inserts it into the inverse formula, and simplifies the two entries. At b = 0 the two resistivities ρ⊥ and ρ∥ coincide and the planar Hall entry vanishes.

```lean
/-- For `s₀ > 0`, `c ≥ 0` and an in-plane field, with `ρ⊥ = 1/s₀` and `ρ∥ = 1/(s₀ + c b²)`,
the resistivities are `ρ_xx = ρ⊥ - (ρ⊥ - ρ∥) cos² θ` and `ρ_xy = -(ρ⊥ - ρ∥) sin θ cos θ`. -/
theorem planar_hall_resistivity {s₀ c : ℝ} (hs : 0 < s₀) (hc : 0 ≤ c) (b θ : ℝ) :
    (conductivity s₀ c (planarField b θ))⁻¹ 0 0 =
      1 / s₀ - (1 / s₀ - 1 / (s₀ + c * b ^ 2)) * Real.cos θ ^ 2 ∧
    (conductivity s₀ c (planarField b θ))⁻¹ 0 1 =
      -(1 / s₀ - 1 / (s₀ + c * b ^ 2)) * Real.sin θ * Real.cos θ := by
  have hs' : s₀ ≠ 0 := hs.ne'
  have hd : s₀ + c * b ^ 2 ≠ 0 :=
    (add_pos_of_pos_of_nonneg hs (mul_nonneg hc (sq_nonneg b))).ne'
  have hB : planarField b θ ⬝ᵥ planarField b θ = b ^ 2 := by
    simp [planarField, dotProduct, Fin.sum_univ_three]
    linear_combination b ^ 2 * Real.sin_sq_add_cos_sq θ
  have hxx : vecMulVec (planarField b θ) (planarField b θ) 0 0
      = b ^ 2 * Real.cos θ ^ 2 := by
    simp [planarField, Matrix.vecMulVec_apply]
    ring
  have hxy : vecMulVec (planarField b θ) (planarField b θ) 0 1
      = b ^ 2 * Real.sin θ * Real.cos θ := by
    simp [planarField, Matrix.vecMulVec_apply]
    ring
  have h00 : (1 : Matrix (Fin 3) (Fin 3) ℝ) 0 0 = 1 := by simp
  have h01 : (1 : Matrix (Fin 3) (Fin 3) ℝ) 0 1 = 0 := by simp
  rw [(conductivity_inverse hs hc (planarField b θ)).2, hB]
  constructor
  · simp only [Matrix.smul_apply, Matrix.sub_apply, smul_eq_mul, hxx, h00]
    field_simp
    ring
  · simp only [Matrix.smul_apply, Matrix.sub_apply, smul_eq_mul, hxy, h01]
    field_simp
    ring

end

end ChiralAnomalyTransport
```

```lean
#print axioms ChiralAnomalyTransport.current_tendsto
-- 'ChiralAnomalyTransport.current_tendsto' depends on axioms: [propext, Classical.choice, Quot.sound]
#print axioms ChiralAnomalyTransport.conductivity_inverse
-- 'ChiralAnomalyTransport.conductivity_inverse' depends on axioms: [propext, Classical.choice, Quot.sound]
#print axioms ChiralAnomalyTransport.planar_hall_conductivity
-- 'ChiralAnomalyTransport.planar_hall_conductivity' depends on axioms: [propext, Classical.choice, Quot.sound]
#print axioms ChiralAnomalyTransport.planar_hall_resistivity
-- 'ChiralAnomalyTransport.planar_hall_resistivity' depends on axioms: [propext, Classical.choice, Quot.sound]
```

For a numerical code that integrates the rate equation and the current law above, these entries provide reference values for the long-time response. A fuller semiclassical calculation contains further terms, such as the Lorentz force, and need not reproduce them.

## When pumping and current have different directions

As an algebraic extension, let the pumping be governed by v·E and let the chiral current flow along another vector u. This is not offered as a model of a general material: if u and v are odd in B and the material is time-reversal symmetric at B = 0, Onsager reciprocity makes uvᵀ symmetric, so nonzero u and v must be parallel. The same relaxation argument leads to the conductivity s₀ I + c uvᵀ. Since

(uvᵀ)² = (v·u) uvᵀ,

the multiplication that gave σ⁻¹ now gives

(s₀ I + c uvᵀ)⁻¹ = (I − c uvᵀ/(s₀ + c v·u))/s₀,

provided that s₀ and s₀ + c v·u are nonzero. For s₀ > 0 and c > 0 the second condition can fail when v·u is negative; the heat E·σE then vanishes for E = u, so the conductivity is no longer one with positive heating. The Lean development treats the case u = v = B, where s₀ > 0 and c ≥ 0 secure both conditions.
